# An invertible Hankel matrix and vanishing moments make a Lanczos polynomial divide the minimal polynomial

In the two-sided Lanczos process a square matrix `A` is probed through its moments wᵀAᵏv, where `w` and `v` are two vectors. The theorem `dvd_minpoly` takes a monic polynomial p of degree m for which wᵀAᵏp(A)v = 0 for every k, and supposes that the m by m Hankel matrix of the moments wᵀAⁱ⁺ʲv is invertible; it concludes that p divides the minimal polynomial of `A`. The matrix is finite, with entries in any field, and need not be Hermitian; the vectors need not be normalised, and wᵀ involves no complex conjugation. The proof divides the minimal polynomial by p and shows that the remainder, whose degree is below m, has zero moment against 1, x, …, xᵐ⁻¹, so that the invertible Hankel matrix forces it to be zero.

An attempt in Lean 4 with a fault in it:

```lean
import Mathlib

open Polynomial Matrix

namespace DvdMinpoly

noncomputable section

variable {K n : Type*} [Field K] [Fintype n] [DecidableEq n]

/-- The moment functional of the two-sided Lanczos process: it sends a polynomial `q` to
`wᵀ q(A) v`. -/
def moment (A : Matrix n n K) (w v : n → K) : K[X] →ₗ[K] K where
  toFun q := w ⬝ᵥ (aeval A q *ᵥ v)
  map_add' p q := by simp [Matrix.add_mulVec, dotProduct_add]
  map_smul' a q := by simp [Matrix.smul_mulVec, dotProduct_smul]

/-- The `m` by `m` Hankel matrix of the moments `wᵀ A^(i+j) v`. -/
def hankel (A : Matrix n n K) (w v : n → K) (m : ℕ) : Matrix (Fin m) (Fin m) K :=
  fun i j => w ⬝ᵥ (A ^ ((i : ℕ) + (j : ℕ)) *ᵥ v)

variable (A : Matrix n n K) (w v : n → K)

/-- The moment of `x^k p` is the overlap of `w` with `A^k` applied to the vector `p(A) v`. -/
theorem moment_X_pow_mul (k : ℕ) (p : K[X]) :
    moment A w v (X ^ k * p) = w ⬝ᵥ (A ^ k *ᵥ (aeval A p *ᵥ v)) := by
  simp [moment, Matrix.mulVec_mulVec]

/-- The Hankel matrix applied to a coefficient vector lists the moments of `x^i` times the
polynomial with those coefficients. -/
theorem hankel_mulVec {m : ℕ} (c : Fin m → K) (i : Fin m) :
    (hankel A w v m *ᵥ c) i
      = moment A w v (X ^ (i : ℕ) * ∑ j : Fin m, C (c j) * X ^ (j : ℕ)) := by
  rw [Finset.mul_sum, map_sum]
  change ∑ j, hankel A w v m i j * c j = _
  refine Finset.sum_congr rfl fun j _ => ?_
  have e : (X : K[X]) ^ (i : ℕ) * (C (c j) * X ^ (j : ℕ))
      = c j • X ^ ((i : ℕ) + (j : ℕ)) := by
    rw [smul_eq_C_mul, pow_add]; ring
  have h : hankel A w v m i j = moment A w v (X ^ ((i : ℕ) + (j : ℕ))) := by
    simp [hankel, moment]
  rw [e, map_smul, smul_eq_mul, h, mul_comm]

/-- A polynomial of degree below `m` is the sum of its first `m` terms. -/
theorem eq_sum_fin {m : ℕ} {r : K[X]} (hr : r.degree < m) :
    r = ∑ j : Fin m, C (r.coeff j) * X ^ (j : ℕ) := by
  by_cases h0 : r = 0
  · simp [h0]
  · have h := r.as_sum_range' m ((natDegree_lt_iff_degree_lt h0).2 hr)
    rw [Finset.sum_range] at h
    simpa only [C_mul_X_pow_eq_monomial] using h

/-- If the `m` by `m` Hankel matrix is invertible, a polynomial of degree below `m` that is
orthogonal to `1, x, ..., x^(m-1)` vanishes. -/
theorem eq_zero_of_orthogonal {m : ℕ} (hm : (hankel A w v m).det ≠ 0) {r : K[X]}
    (hr : r.degree < m) (h : ∀ k < m, moment A w v (X ^ k * r) = 0) : r = 0 := by
  have hz : hankel A w v m *ᵥ (fun j : Fin m => r.coeff j) = 0 := by
    funext i
    rw [hankel_mulVec, ← eq_sum_fin hr]
    exact h i i.isLt
  have hc := Matrix.eq_zero_of_mulVec_eq_zero hm hz
  rw [eq_sum_fin hr]
  refine Finset.sum_eq_zero fun j _ => ?_
  have hj : r.coeff (j : ℕ) = 0 := congrFun hc j
  rw [hj, C_0, zero_mul]

/-- The moments of `x^k p s` are combinations of the moments of `x^(k+j) p`, weighted by the
coefficients of `s`. -/
theorem moment_mul (k : ℕ) (p s : K[X]) :
    moment A w v (X ^ k * (p * s)) = ∑ j ∈ Finset.range (s.natDegree + 1),
      s.coeff j * moment A w v (X ^ (k + j) * p) := by
  conv_lhs => rw [s.as_sum_range_C_mul_X_pow]
  rw [Finset.mul_sum, Finset.mul_sum, map_sum]
  refine Finset.sum_congr rfl fun j _ => ?_
  have e : X ^ k * (p * (C (s.coeff j) * X ^ j)) = s.coeff j • (X ^ (k + j) * p) := by
    rw [smul_eq_C_mul, pow_add]; ring
  rw [e, map_smul, smul_eq_mul]

/-- If the `m` by `m` Hankel matrix is invertible and `p` is monic of degree `m` with
`wᵀ A^k p(A) v = 0` for all `k`, then `p` divides the minimal polynomial of `A`. -/
theorem dvd_minpoly {m : ℕ} (hm : (hankel A w v m).det ≠ 0) {p : K[X]} (hp : p.Monic)
    (hd : p.natDegree = m) (h : ∀ k : ℕ, w ⬝ᵥ (A ^ k *ᵥ (aeval A p *ᵥ v)) = 0) :
    p ∣ minpoly K A := by
  have hdiv := EuclideanDomain.div_add_mod (minpoly K A) p
  have hlt : (minpoly K A % p).degree < p.degree := EuclideanDomain.mod_lt _ hp.ne_zero
  rw [degree_eq_natDegree hp.ne_zero, hd] at hlt
  -- the remainder has vanishing moments, hence is zero
  have hr : minpoly K A % p = 0 := by
    refine eq_zero_of_orthogonal A w v hm hlt fun k _ => ?_
    have h1 : moment A w v (X ^ k * minpoly K A) = 0 := by
      rw [moment_X_pow_mul, minpoly.aeval]; simp
    have h2 : moment A w v (X ^ k * (p * (minpoly K A / p))) = 0 := by
      rw [moment_mul]
      refine Finset.sum_eq_zero fun j _ => ?_
      rw [moment_X_pow_mul, h, mul_zero]
    rw [← hdiv, mul_add, map_add, h2, zero_add] at h1
    rwa [hdiv] at h1
  rw [hr, add_zero] at hdiv
  exact ⟨_, hdiv.symm⟩

end

end DvdMinpoly
```

The error:

```
Main.lean:97:9: error: Tactic `rewrite` failed: Did not find an occurrence of the pattern
  p * (minpoly K A / p) + minpoly K A % p
in the target expression
  (moment A w v) (X ^ k * (minpoly K A % p)) = 0

K : Type u_1
n : Type u_2
inst✝² : Field K
inst✝¹ : Fintype n
inst✝ : DecidableEq n
A : Matrix n n K
w v : n → K
m : ℕ
hm : (hankel A w v m).det ≠ 0
p : K[X]
hp : p.Monic
hd : p.natDegree = m
h : ∀ (k : ℕ), w ⬝ᵥ A ^ k *ᵥ (aeval A) p *ᵥ v = 0
hdiv : p * (minpoly K A / p) + minpoly K A % p = minpoly K A
hlt : (minpoly K A % p).degree < ↑m
k : ℕ
x✝ : k < m
h1 : (moment A w v) (X ^ k * (minpoly K A % p)) = 0
h2 : (moment A w v) (X ^ k * (p * (minpoly K A / p))) = 0
⊢ (moment A w v) (X ^ k * (minpoly K A % p)) = 0
```

Diagnosis. The error is a rewrite with nothing left to act on. The line before it uses `← hdiv` to replace the minimal polynomial in `h1` by quotient times p plus remainder. Then `mul_add` and `map_add` split the moment of that sum into two, and `h2` with `zero_add` removes the first. What is left in `h1` says that the moment of `X ^ k * (minpoly K A % p)` is zero, which is already the goal.

The next step, `rwa [hdiv] at h1`, looks in `h1` for the whole sum `p * (minpoly K A / p) + minpoly K A % p`, in order to fold it back into `minpoly K A`. That sum is no longer there, and `rw` fails when it does not find its pattern. Nor is there anything to fold back: `rw [← hdiv]` does not go on to expand the `minpoly K A` inside the remainder it has just brought in.

The repair drops the rewrite and closes the goal with `exact h1`.

As a diff, the version that Lean accepts:

```diff
@@ -95,5 +95,5 @@
       rw [moment_X_pow_mul, h, mul_zero]
     rw [← hdiv, mul_add, map_add, h2, zero_add] at h1
-    rwa [hdiv] at h1
+    exact h1
   rw [hr, add_zero] at hdiv
   exact ⟨_, hdiv.symm⟩
```
